# Smallest band gap of the non-interacting Rice–Mele chain, at fixed parameters and over a pump cycle

The Rice–Mele chain has two sites per unit cell. An electron hops with amplitude $v$ inside a cell and $w$ between neighbouring cells, and the on-site energies alternate between $D$ and $-D$. The problem is to find the two band energies at each crystal momentum $k$, and how close the bands come to each other.

All three parameters are real and may have either sign. The lattice constant is 1, so $k$ is dimensionless, and energies are measured from the mean on-site energy. The staggered potential $D$ is often written $\Delta$ in textbooks; here $\Delta$ is kept for the amplitude of $D$ in part (g).

```lean
import Mathlib

open Matrix

namespace RiceMelePump

noncomputable section
```

The Pauli matrices act on the two sites of a cell.

```lean
/-- The Pauli matrix `σx`. -/
def σx : Matrix (Fin 2) (Fin 2) ℂ := !![0, 1; 1, 0]

/-- The Pauli matrix `σy`. -/
def σy : Matrix (Fin 2) (Fin 2) ℂ := !![0, -Complex.I; Complex.I, 0]

/-- The Pauli matrix `σz`. -/
def σz : Matrix (Fin 2) (Fin 2) ℂ := !![1, 0; 0, -1]
```

The Bloch Hamiltonian is

$$H(k) = (v + w\cos k)\,\sigma_x + w\sin k\,\sigma_y + D\,\sigma_z .$$

It is the starting point here: the Fourier transform that leads from the infinite chain to this $2\times 2$ matrix is taken from Bloch's theorem and is not formalised.

```lean
/-- The Rice-Mele Bloch Hamiltonian with intracell hopping `v`, intercell hopping `w`
and staggered potential `D`, at crystal momentum `k`. -/
def blochH (v w D k : ℝ) : Matrix (Fin 2) (Fin 2) ℂ :=
  ((v + w * Real.cos k : ℝ) : ℂ) • σx + ((w * Real.sin k : ℝ) : ℂ) • σy + (D : ℂ) • σz
```

The next definition abbreviates a square root, written $\varepsilon(k)$ below. By itself it says nothing about the spectrum of $H(k)$.

$$\varepsilon(k) = \sqrt{v^2 + w^2 + 2vw\cos k + D^2}$$

```lean
/-- The dispersion `√(v² + w² + 2 v w cos k + D²)`. -/
def dispersion (v w D k : ℝ) : ℝ :=
  Real.sqrt (v ^ 2 + w ^ 2 + 2 * v * w * Real.cos k + D ^ 2)
```

A band energy is a real number $E$ for which $H(k)\psi = E\psi$ has a nonzero solution $\psi$. The vector need not be normalised; dividing it by its norm leaves $E$ unchanged.

```lean
/-- The band energies at momentum `k`: the real numbers `E` for which `H(k) ψ = E ψ` has a
nonzero solution `ψ`. -/
def bandEnergies (v w D k : ℝ) : Set ℝ :=
  {E | ∃ ψ : Fin 2 → ℂ, ψ ≠ 0 ∧ blochH v w D k *ᵥ ψ = (E : ℂ) • ψ}
```

The gap at $k$ is the highest band energy minus the lowest. In Lean these are a supremum `sSup` and an infimum `sInf`; part (d) shows that the set is finite and nonempty, so they are a true maximum and minimum.

```lean
/-- The gap at momentum `k`: the highest band energy minus the lowest. -/
def gap (v w D k : ℝ) : ℝ :=
  sSup (bandEnergies v w D k) - sInf (bandEnergies v w D k)
```

## (a) Length of the Bloch vector

Show that $\varepsilon(k)$ is the length of the vector of Pauli coefficients:

$$\varepsilon(k)^2 = (v + w\cos k)^2 + (w\sin k)^2 + D^2 .$$

**Solution.** Expanding the right-hand side gives

$$v^2 + 2vw\cos k + w^2(\cos^2 k + \sin^2 k) + D^2 = v^2 + w^2 + 2vw\cos k + D^2 .$$

This is the expression under the root. As a sum of squares it is non-negative, so squaring the root returns it. In Lean, `linear_combination` does the expansion with $\sin^2 k + \cos^2 k = 1$, and `positivity` supplies the sign.

```lean
/-- The squared dispersion is the squared length of the Bloch vector
`(v + w cos k, w sin k, D)`. -/
theorem dispersion_sq (v w D k : ℝ) :
    dispersion v w D k ^ 2 =
      (v + w * Real.cos k) ^ 2 + (w * Real.sin k) ^ 2 + D ^ 2 := by
  have h : v ^ 2 + w ^ 2 + 2 * v * w * Real.cos k + D ^ 2 =
      (v + w * Real.cos k) ^ 2 + (w * Real.sin k) ^ 2 + D ^ 2 := by
    linear_combination (-w ^ 2) * Real.sin_sq_add_cos_sq k
  rw [dispersion, h, Real.sq_sqrt (by positivity)]
```

## (b) The secular determinant

Show that for every complex $\mu$

$$\det\bigl(H(k) - \mu\bigr) = \mu^2 - \varepsilon(k)^2 .$$

**Solution.** Write $a = v + w\cos k$ and $b = w\sin k$. Then

$$H(k) = \begin{pmatrix} D & a - ib \\ a + ib & -D \end{pmatrix},$$

and therefore

$$\det(H(k) - \mu) = (D-\mu)(-D-\mu) - (a-ib)(a+ib) = \mu^2 - D^2 - a^2 - b^2 .$$

By (a) the last three terms add up to $-\varepsilon(k)^2$. The Lean proof introduces the same $a$ and $b$ with `generalize`, expands the determinant, and finishes with $i^2 = -1$.

```lean
/-- The secular determinant of the Bloch Hamiltonian is `μ²` minus the squared dispersion. -/
theorem secular_det (v w D k : ℝ) (μ : ℂ) :
    (blochH v w D k - μ • (1 : Matrix (Fin 2) (Fin 2) ℂ)).det =
      μ ^ 2 - (dispersion v w D k : ℂ) ^ 2 := by
  have hE : (dispersion v w D k : ℂ) ^ 2 = ((v + w * Real.cos k : ℝ) : ℂ) ^ 2 +
      ((w * Real.sin k : ℝ) : ℂ) ^ 2 + (D : ℂ) ^ 2 := by
    exact_mod_cast dispersion_sq v w D k
  rw [hE, blochH]
  -- only the three components of the Bloch vector matter
  generalize ((v + w * Real.cos k : ℝ) : ℂ) = a
  generalize ((w * Real.sin k : ℝ) : ℂ) = b
  rw [Matrix.det_fin_two]
  simp [σx, σy, σz]
  linear_combination b ^ 2 * Complex.I_sq
```

## (c) The eigenvalues

Show that a complex number $\mu$ is an eigenvalue of $H(k)$ exactly when

$$\mu = \varepsilon(k) \quad\text{or}\quad \mu = -\varepsilon(k).$$

**Solution.** The equation $H(k)\psi = \mu\psi$ is the same as $(H(k) - \mu)\psi = 0$. This has a nonzero solution exactly when the determinant vanishes, which by (b) means $\mu^2 = \varepsilon(k)^2$, or $(\mu - \varepsilon(k))(\mu + \varepsilon(k)) = 0$.

In Lean, `key` is the passage from eigenvector to determinant, through `Matrix.exists_mulVec_eq_zero_iff`. Since $\mu$ ranges over the complex numbers, the theorem also shows that there are no non-real eigenvalues.

```lean
/-- A complex number is an eigenvalue of the Rice-Mele Bloch Hamiltonian exactly when it is
plus or minus `√(v² + w² + 2 v w cos k + D²)`. -/
theorem eigenvalue_iff (v w D k : ℝ) (μ : ℂ) :
    (∃ ψ : Fin 2 → ℂ, ψ ≠ 0 ∧ blochH v w D k *ᵥ ψ = μ • ψ) ↔
      μ = (dispersion v w D k : ℂ) ∨ μ = -(dispersion v w D k : ℂ) := by
  have key : (∃ ψ : Fin 2 → ℂ, ψ ≠ 0 ∧ blochH v w D k *ᵥ ψ = μ • ψ) ↔
      (blochH v w D k - μ • (1 : Matrix (Fin 2) (Fin 2) ℂ)).det = 0 := by
    rw [← Matrix.exists_mulVec_eq_zero_iff]
    simp only [Matrix.sub_mulVec, Matrix.smul_mulVec, Matrix.one_mulVec, sub_eq_zero]
  rw [key, secular_det, sub_eq_zero, sq_eq_sq_iff_eq_or_eq_neg]
```

## (d) The gap at fixed momentum

Show that the gap at $k$ is

$$E_{\max}(k) - E_{\min}(k) = 2\,\varepsilon(k).$$

**Solution.** By (c) the set of band energies is $\{-\varepsilon(k), \varepsilon(k)\}$. A square root is non-negative, so the larger element is $\varepsilon(k)$ and the smaller is $-\varepsilon(k)$. Their difference is $2\varepsilon(k)$. If $\varepsilon(k) = 0$, the set has the single element 0 and the gap is 0, as the formula says.

The step `hset` restricts (c) to real energies. The lemmas `csSup_pair` and `csInf_pair` then evaluate the supremum and infimum of a two-element set.

```lean
/-- The gap at momentum `k` is twice the dispersion. -/
theorem gap_eq (v w D k : ℝ) : gap v w D k = 2 * dispersion v w D k := by
  have hset : bandEnergies v w D k = {-dispersion v w D k, dispersion v w D k} := by
    ext E
    simp only [bandEnergies, Set.mem_ofPred_eq, eigenvalue_iff, Set.mem_insert_iff,
      Set.mem_singleton_iff]
    rw [or_comm]
    norm_cast
  have h0 : 0 ≤ dispersion v w D k := Real.sqrt_nonneg _
  have h : -dispersion v w D k ≤ dispersion v w D k := by linarith
  rw [gap, hset, csSup_pair, csInf_pair, sup_eq_right.2 h, inf_eq_left.2 h]
  ring
```

## (e) The smallest gap over all momenta

Show that the gap attains a least value over real $k$, and that

$$\min_k 2\varepsilon(k) = 2\sqrt{(|v| - |w|)^2 + D^2}.$$

**Solution.** First, $(|v| - |w|)^2 = v^2 + w^2 - 2|vw|$. Since $|\cos k| \le 1$, we have $vw\cos k \ge -|vw|$, and so

$$\varepsilon(k)^2 \ge v^2 + w^2 - 2|vw| + D^2 = (|v| - |w|)^2 + D^2 .$$

Taking roots and doubling gives the lower bound. It is reached at $k = \pi$ if $vw \ge 0$, and at $k = 0$ if $vw \le 0$.

`IsLeast` states both halves: the value belongs to the set of gaps, `Set.range (gap v w D)`, and no gap lies below it. The two halves are the two branches after `constructor`, and `rcases` splits the first by the sign of $vw$.

In a calculation on a ring of $N$ cells, the allowed momenta are $k = 2\pi j/N$ with integer $j$, and $k = \pi$ is among them only for even $N$. With $v = w = 1$ and $D = 0.8$ the smallest gap of the infinite chain is 1.6. A ring of five cells comes no closer to $\pi$ than $k = 4\pi/5$, where the gap is about 2.02.

```lean
/-- The smallest gap of the Rice-Mele model over all momenta is attained and equals
`2 √((|v| - |w|)² + D²)`. -/
theorem isLeast_gap (v w D : ℝ) :
    IsLeast (Set.range (gap v w D)) (2 * Real.sqrt ((|v| - |w|) ^ 2 + D ^ 2)) := by
  have hsq : (|v| - |w|) ^ 2 = v ^ 2 + w ^ 2 - 2 * |v * w| := by
    rw [abs_mul]
    linear_combination sq_abs v + sq_abs w
  rw [hsq]
  constructor
  · -- the minimum sits at the zone boundary or at the zone centre, by the sign of `v w`
    rcases le_total 0 (v * w) with h | h
    · refine ⟨Real.pi, ?_⟩
      rw [gap_eq, dispersion, Real.cos_pi, abs_of_nonneg h]
      ring_nf
    · refine ⟨0, ?_⟩
      rw [gap_eq, dispersion, Real.cos_zero, abs_of_nonpos h]
      ring_nf
  · rintro _ ⟨k, rfl⟩
    have h1 : |v * w * Real.cos k| ≤ |v * w| := by
      rw [abs_mul (v * w) (Real.cos k)]
      exact mul_le_of_le_one_right (abs_nonneg _) (Real.abs_cos_le_one k)
    have h2 := neg_abs_le (v * w * Real.cos k)
    rw [gap_eq, dispersion]
    refine mul_le_mul_of_nonneg_left (Real.sqrt_le_sqrt ?_) (by norm_num)
    linarith
```

## (f) When the gap closes

Show that

$$\text{the gap vanishes at some } k \iff |v| = |w| \ \text{ and }\ D = 0 .$$

**Solution.** If the gap is zero at some $k$, the least gap from (e) is at most zero. Hence $(|v| - |w|)^2 + D^2 \le 0$, and both squares must vanish. Conversely, if $|v| = |w|$ and $D = 0$, the least gap is zero, and by (e) it is attained at some $k$.

The Lean proof uses the lower bound of `isLeast_gap` for the first direction and its attainment for the second.

```lean
/-- The gap closes at some momentum exactly when the two hoppings have equal magnitude and
the staggered potential vanishes. -/
theorem gap_closes_iff (v w D : ℝ) :
    (∃ k, gap v w D k = 0) ↔ |v| = |w| ∧ D = 0 := by
  constructor
  · rintro ⟨k, hk⟩
    have h1 := (isLeast_gap v w D).2 ⟨k, rfl⟩
    rw [hk] at h1
    have h2 : (|v| - |w|) ^ 2 + D ^ 2 ≤ 0 :=
      Real.sqrt_eq_zero'.1 (le_antisymm (by linarith) (Real.sqrt_nonneg _))
    have h3 : (|v| - |w|) ^ 2 = 0 := by
      linarith [sq_nonneg D, sq_nonneg (|v| - |w|)]
    have h4 : D ^ 2 = 0 := by
      linarith [sq_nonneg D, sq_nonneg (|v| - |w|)]
    exact ⟨sub_eq_zero.1 (pow_eq_zero_iff two_ne_zero |>.1 h3),
      pow_eq_zero_iff two_ne_zero |>.1 h4⟩
  · rintro ⟨h1, h2⟩
    obtain ⟨k, hk⟩ := (isLeast_gap v w D).1
    refine ⟨k, ?_⟩
    rw [hk, h1, h2]
    simp
```

## (g) The smallest gap over a pump cycle

Let the parameters follow the cycle

$$v = t + \delta\cos\varphi,\qquad w = t - \delta\cos\varphi,\qquad D = \Delta\sin\varphi,$$

where $t$ is the mean hopping, $\delta$ the dimerisation amplitude and $\varphi$ the pump phase. Assume $|\delta| \le t$, which means that neither hopping becomes negative during the cycle. Reversing the signs of both hoppings leaves the least gap in (e) unchanged, so the same formula holds for negative $t$ with $|\delta| \le |t|$. Show that the least gap over all $\varphi$ and $k$ is

$$2\min(2|\delta|, |\Delta|).$$

**Solution.** Since $|\delta\cos\varphi| \le |\delta| \le t$, both hoppings are non-negative, and $|v| - |w| = 2\delta\cos\varphi$. By (e), the least gap over $k$ at fixed $\varphi$ is

$$2\sqrt{4\delta^2\cos^2\varphi + \Delta^2\sin^2\varphi}.$$

Put $m = \min(2|\delta|, |\Delta|)$. Then $m^2 \le 4\delta^2$ and $m^2 \le \Delta^2$, so

$$m^2 = m^2\cos^2\varphi + m^2\sin^2\varphi \le 4\delta^2\cos^2\varphi + \Delta^2\sin^2\varphi ,$$

and no gap is smaller than $2m$. The value $2m$ is reached at $\varphi = 0$ if $2|\delta| \le |\Delta|$, and at $\varphi = \pi/2$ if $|\Delta| \le 2|\delta|$.

In Lean, the pair `p` holds $\varphi$ and $k$, the local result `h` is the minimum at fixed $\varphi$, and the `calc` block is the weighted inequality.

Positivity of $t$ alone would not give this formula. For $t = 1$, $\delta = 2$, $\Delta = 4$ it predicts 8, but at $\varphi = 0$ the parameters are $v = 3$, $w = -1$, $D = 0$, and by (e) the gap falls to 4.

For this non-interacting chain with the lower band full and the upper band empty, the least gap is one ingredient in judging whether the pumping is adiabatic. It is not enough that $\hbar$ times the driving frequency is small compared with this gap: the rate at which the Hamiltonian changes also depends on the amplitudes $\delta$ and $\Delta$, and when $|\Delta|$ is much larger than $|\delta|$ the driving may have to be much slower. The result concerns energies only; the quantised charge that the full band carries per cycle in the adiabatic limit is a property of the Bloch states and needs a separate argument.

```lean
/-- On the pump cycle `v = t + δ cos φ`, `w = t - δ cos φ`, `D = Δ sin φ` with `|δ| ≤ t`,
the smallest gap over all pump phases `φ` and momenta `k` is `2 min(2|δ|, |Δ|)`. -/
theorem isLeast_pump_gap (t δ Δ : ℝ) (hδ : |δ| ≤ t) :
    IsLeast (Set.range fun p : ℝ × ℝ =>
        gap (t + δ * Real.cos p.1) (t - δ * Real.cos p.1) (Δ * Real.sin p.1) p.2)
      (2 * min (2 * |δ|) |Δ|) := by
  -- the smallest gap over `k` at a fixed pump phase
  have h (φ : ℝ) : IsLeast
      (Set.range (gap (t + δ * Real.cos φ) (t - δ * Real.cos φ) (Δ * Real.sin φ)))
      (2 * Real.sqrt ((2 * δ * Real.cos φ) ^ 2 + (Δ * Real.sin φ) ^ 2)) := by
    have h1 : |δ * Real.cos φ| ≤ t := by
      rw [abs_mul]
      exact (mul_le_of_le_one_right (abs_nonneg _) (Real.abs_cos_le_one φ)).trans hδ
    obtain ⟨h2, h3⟩ := abs_le.1 h1
    have h4 := isLeast_gap (t + δ * Real.cos φ) (t - δ * Real.cos φ) (Δ * Real.sin φ)
    rw [abs_of_nonneg (by linarith : 0 ≤ t + δ * Real.cos φ),
      abs_of_nonneg (by linarith : 0 ≤ t - δ * Real.cos φ),
      show t + δ * Real.cos φ - (t - δ * Real.cos φ) = 2 * δ * Real.cos φ by ring] at h4
    exact h4
  constructor
  · rcases le_total (2 * |δ|) |Δ| with hle | hle
    · obtain ⟨k, hk⟩ := (h 0).1
      refine ⟨(0, k), hk.trans ?_⟩
      rw [min_eq_left hle, Real.cos_zero, Real.sin_zero,
        show (2 * δ * 1) ^ 2 + (Δ * 0) ^ 2 = (2 * δ) ^ 2 by ring,
        Real.sqrt_sq_eq_abs, abs_mul, abs_two]
    · obtain ⟨k, hk⟩ := (h (Real.pi / 2)).1
      refine ⟨(Real.pi / 2, k), hk.trans ?_⟩
      rw [min_eq_right hle, Real.cos_pi_div_two, Real.sin_pi_div_two,
        show (2 * δ * 0) ^ 2 + (Δ * 1) ^ 2 = Δ ^ 2 by ring, Real.sqrt_sq_eq_abs]
  · rintro _ ⟨⟨φ, k⟩, rfl⟩
    refine le_trans ?_ ((h φ).2 ⟨k, rfl⟩)
    refine mul_le_mul_of_nonneg_left (Real.le_sqrt_of_sq_le ?_) (by norm_num)
    have hm : 0 ≤ min (2 * |δ|) |Δ| := le_min (by positivity) (abs_nonneg _)
    have h1 : min (2 * |δ|) |Δ| ^ 2 ≤ (2 * |δ|) ^ 2 :=
      pow_le_pow_left₀ hm (min_le_left _ _) 2
    have h2 : min (2 * |δ|) |Δ| ^ 2 ≤ |Δ| ^ 2 :=
      pow_le_pow_left₀ hm (min_le_right _ _) 2
    rw [mul_pow, sq_abs] at h1
    rw [sq_abs] at h2
    -- weigh the two bounds with `cos² φ` and `sin² φ`
    have h3 := mul_le_mul_of_nonneg_right h1 (sq_nonneg (Real.cos φ))
    have h4 := mul_le_mul_of_nonneg_right h2 (sq_nonneg (Real.sin φ))
    calc min (2 * |δ|) |Δ| ^ 2
        = min (2 * |δ|) |Δ| ^ 2 * Real.cos φ ^ 2
          + min (2 * |δ|) |Δ| ^ 2 * Real.sin φ ^ 2 := by
          linear_combination (-min (2 * |δ|) |Δ| ^ 2) * Real.sin_sq_add_cos_sq φ
      _ ≤ 2 ^ 2 * δ ^ 2 * Real.cos φ ^ 2 + Δ ^ 2 * Real.sin φ ^ 2 := add_le_add h3 h4
      _ = (2 * δ * Real.cos φ) ^ 2 + (Δ * Real.sin φ) ^ 2 := by ring

end

end RiceMelePump
```

```lean
#print axioms RiceMelePump.gap_closes_iff
#print axioms RiceMelePump.isLeast_pump_gap
```

```
'RiceMelePump.gap_closes_iff' depends on axioms: [propext, Classical.choice, Quot.sound]
'RiceMelePump.isLeast_pump_gap' depends on axioms: [propext, Classical.choice, Quot.sound]
```
